# Maxwell relation for a differentiable eigenstate in two fields: \(\partial\langle A\rangle/\partial b=\partial\langle B\rangle/\partial a\)

An expectation value \(\langle v,Wv\rangle\) is a complex number that is real when \(W\) is Hermitian, whereas a static response is the derivative of a real function of a real field. The formalisation therefore defines the expectation value as the real part of the inner product, for every operator \(W\), and proves separately that nothing is lost when \(W\) is symmetric.

The Hamiltonian is \(H(a,b)=H_0+aA+bB\), with real fields \(a,b\) and bounded symmetric operators \(H_0,A,B\). Let \(\psi(a,b)\) be a unit eigenvector with real eigenvalue \(E(a,b)\) at all fields. If \(\psi\) has both first partial derivatives at a point, then the derivative of \(\langle A\rangle\) with respect to \(b\) and that of \(\langle B\rangle\) with respect to \(a\) exist there and are equal. The familiar argument equates the mixed second derivatives of \(E\); the one below does not assume that these exist.

## States, observables and the family of eigenvectors

The state space `V` is a complex inner product space of any dimension, and completeness is not required. The inner product is conjugate-linear in its first argument.

```lean
import Mathlib

open scoped InnerProductSpace

noncomputable section

namespace MaxwellRelation

variable {V : Type*} [NormedAddCommGroup V] [InnerProductSpace ℂ V]
```

Operators have type `V →L[ℂ] V`, which means that they are linear and bounded. This includes every finite matrix but not the unbounded kinetic energy operator on a continuum. The expectation value is

\[
\langle W\rangle_v=\operatorname{Re}\langle v,Wv\rangle .
\]

```lean
/-- The real part of `⟨v, W v⟩`. For a unit vector `v` and a symmetric `W` it is the expectation
value of `W` in the state `v`. -/
def expect (W : V →L[ℂ] V) (v : V) : ℝ := (inner ℂ v (W v)).re
```

The two fields enter linearly. They are real numbers, converted to complex scalars where they multiply operators.

```lean
/-- The Hamiltonian `H0 + a A + b B` with two external fields `a` and `b`. -/
def hamiltonian (H0 A B : V →L[ℂ] V) (a b : ℝ) : V →L[ℂ] V :=
  H0 + (a : ℂ) • A + (b : ℂ) • B
```

The eigenstate is supplied as a function on the whole field plane, satisfying

\[
\|\psi(a,b)\|=1,\qquad H(a,b)\,\psi(a,b)=E(a,b)\,\psi(a,b).
\]

The existence of such a family is assumed. The level may be a ground or an excited state, and neither a spectral gap nor smoothness of \(E\) is required.

```lean
/-- At all fields, `ψ a b` is a unit eigenvector of the Hamiltonian with energy `E a b`. -/
def IsEigenfamily (H0 A B : V →L[ℂ] V) (ψ : ℝ → ℝ → V) (E : ℝ → ℝ → ℝ) : Prop :=
  ∀ a b, ‖ψ a b‖ = 1 ∧ hamiltonian H0 A B a b (ψ a b) = (E a b : ℂ) • ψ a b
```

## Real parts, norms and symmetry

Since \(\langle x,y\rangle=\overline{\langle y,x\rangle}\), the two orders have the same real part.

```lean
lemma re_swap (x y : V) : (inner ℂ x y).re = (inner ℂ y x).re := by
  rw [← inner_conj_symm x y, Complex.conj_re]
```

A vector of norm one satisfies \(\langle v,v\rangle=1\).

```lean
lemma inner_self_unit {v : V} (h : ‖v‖ = 1) : inner ℂ v v = (1 : ℂ) := by
  rw [inner_self_eq_norm_sq_to_K, h]
  simp
```

If \(H\) and \(W\) are symmetric and \(r\) is real, then \(H+rW\) is symmetric:

\[
\langle (H+rW)x,y\rangle=\langle Hx,y\rangle+r\langle Wx,y\rangle=\langle x,(H+rW)y\rangle .
\]

Reality of \(r\) is used when it leaves the first slot without conjugation. Applied twice, this makes \(H(a,b)\) symmetric.

```lean
lemma symmetric_add_smul {H W : V →L[ℂ] V} (hH : (H : V →ₗ[ℂ] V).IsSymmetric)
    (hW : (W : V →ₗ[ℂ] V).IsSymmetric) (r : ℝ) :
    ((H + (r : ℂ) • W : V →L[ℂ] V) : V →ₗ[ℂ] V).IsSymmetric := by
  intro x y
  have h1 : inner ℂ (H x) y = inner ℂ x (H y) := hH x y
  have h2 : inner ℂ (W x) y = inner ℂ x (W y) := hW x y
  change inner ℂ (H x + (r : ℂ) • W x) y = inner ℂ x (H y + (r : ℂ) • W y)
  rw [inner_add_left, inner_add_right, inner_smul_left, inner_smul_right,
    Complex.conj_ofReal, h1, h2]
```

For symmetric \(W\), \(\overline{\langle v,Wv\rangle}=\langle Wv,v\rangle=\langle v,Wv\rangle\). The inner product is thus real, and `expect W v` is all of it.

```lean
/-- For a symmetric observable the inner product `⟨v, W v⟩` is real and equals `expect W v`. -/
theorem inner_eq_expect {W : V →L[ℂ] V} (hW : (W : V →ₗ[ℂ] V).IsSymmetric) (v : V) :
    inner ℂ v (W v) = (expect W v : ℂ) := by
  have h1 : inner ℂ (W v) v = inner ℂ v (W v) := hW v v
  have h2 : (starRingEnd ℂ) (inner ℂ v (W v)) = inner ℂ v (W v) := by
    rw [inner_conj_symm, h1]
  exact (Complex.conj_eq_iff_re.mp h2).symm
```

## Expectation values along a path of states

Let \(\varphi(t)\) be a path with derivative \(\varphi'\) at \(t\). The product rule and the symmetry of \(W\) give

\[
\frac{d}{dt}\langle W\rangle_\varphi
=\operatorname{Re}\bigl(\langle\varphi,W\varphi'\rangle+\langle\varphi',W\varphi\rangle\bigr)
=2\operatorname{Re}\langle\varphi',W\varphi\rangle .
\]

In Lean, `HasDerivAt f f' t` says that the derivative exists and has the value `f'`. The proof regards \(W\) as a real-linear map, because the path parameter is real, and then applies the product rule for inner products.

```lean
/-- Along a differentiable path of vectors, normalised or not, `expect W` for a symmetric `W`
changes at the rate `2 Re ⟨φ', W φ⟩`. -/
theorem hasDerivAt_expect {W : V →L[ℂ] V} (hW : (W : V →ₗ[ℂ] V).IsSymmetric)
    {φ : ℝ → V} {φ' : V} {t : ℝ} (h : HasDerivAt φ φ' t) :
    HasDerivAt (fun s => expect W (φ s)) (2 * (inner ℂ φ' (W (φ t))).re) t := by
  have h1 : HasDerivAt (fun s => W (φ s)) (W φ') t :=
    (W.restrictScalars ℝ).hasFDerivAt.comp_hasDerivAt t h
  have h2 : HasDerivAt (fun s => expect W (φ s))
      (inner ℂ (φ t) (W φ') + inner ℂ φ' (W (φ t))).re t :=
    Complex.reCLM.hasFDerivAt.comp_hasDerivAt t (HasDerivAt.inner ℂ h h1)
  refine h2.congr_deriv ?_
  have h3 : inner ℂ (W (φ t)) φ' = inner ℂ (φ t) (W φ') := hW (φ t) φ'
  rw [Complex.add_re, ← h3, re_swap (W (φ t)) φ']
  ring
```

With \(W=1\) and \(\|\varphi\|=1\) along the path, the left side is the derivative of a constant, so

\[
\operatorname{Re}\langle\varphi',\varphi\rangle=0 .
\]

The imaginary part is left free; it reflects the choice of phase.

```lean
/-- For a normalised path of states, the overlap of the velocity with the state has
vanishing real part. -/
theorem re_inner_deriv_eq_zero {φ : ℝ → V} {φ' : V} {t : ℝ}
    (hun : ∀ s, ‖φ s‖ = 1) (h : HasDerivAt φ φ' t) : (inner ℂ φ' (φ t)).re = 0 := by
  have hid : ((ContinuousLinearMap.id ℂ V : V →L[ℂ] V) : V →ₗ[ℂ] V).IsSymmetric :=
    fun _ _ => rfl
  have h1 := hasDerivAt_expect hid h
  have h2 : (fun s => expect (ContinuousLinearMap.id ℂ V) (φ s)) = fun _ => (1 : ℝ) := by
    funext s
    change (inner ℂ (φ s) (φ s)).re = 1
    rw [inner_self_unit (hun s), Complex.one_re]
  rw [h2] at h1
  have h3 : 2 * (inner ℂ φ' (φ t)).re = 0 := h1.unique (hasDerivAt_const t (1 : ℝ))
  linarith
```

## The energy slope for a linear coupling

Let \(K\) and \(W\) be symmetric, and suppose that \((K+sW)\varphi(s)=e(s)\varphi(s)\) and \(\|\varphi(s)\|=1\) for all real \(s\), and that \(\varphi\) is differentiable at \(t\) with derivative \(\varphi'\). Pairing with \(\varphi(s)\) gives \(e(s)=\langle K\rangle+s\langle W\rangle\), and differentiation at \(s=t\) yields

\[
e'(t)=\langle W\rangle+2\operatorname{Re}\langle\varphi',(K+tW)\varphi\rangle
=\langle W\rangle+2e(t)\operatorname{Re}\langle\varphi',\varphi\rangle=\langle W\rangle .
\]

This is the Hellmann-Feynman formula for a coupling that enters linearly. Differentiability of \(e\) is part of the conclusion. In the proof, `he` is the formula for the energy, `d` its derivative, and `h2` the eigenvalue equation paired with \(\varphi'\); the final `linear_combination` cancels the velocity terms.

```lean
/-- Hellmann-Feynman theorem for `K + s W`: the energy changes with the coupling `s` at a rate
equal to the expectation value of `W`. -/
theorem hellmann_feynman {K W : V →L[ℂ] V} (hK : (K : V →ₗ[ℂ] V).IsSymmetric)
    (hW : (W : V →ₗ[ℂ] V).IsSymmetric) {φ : ℝ → V} {e : ℝ → ℝ} {φ' : V} {t : ℝ}
    (hun : ∀ s, ‖φ s‖ = 1)
    (heig : ∀ s : ℝ, K (φ s) + (s : ℂ) • W (φ s) = (e s : ℂ) • φ s)
    (h : HasDerivAt φ φ' t) : HasDerivAt e (expect W (φ t)) t := by
  -- the energy is the expectation value of the Hamiltonian
  have he : e = fun s => expect K (φ s) + s * expect W (φ s) := by
    funext s
    have h1 := congrArg (fun v => (inner ℂ (φ s) v).re) (heig s)
    simp only [inner_add_right, inner_smul_right, inner_self_unit (hun s), mul_one,
      Complex.add_re, Complex.re_ofReal_mul, Complex.ofReal_re] at h1
    exact h1.symm
  have d : HasDerivAt (fun s => expect K (φ s) + s * expect W (φ s)) _ t :=
    (hasDerivAt_expect hK h).fun_add ((hasDerivAt_id' t).fun_mul (hasDerivAt_expect hW h))
  -- the terms with the velocity of the state cancel by normalisation
  have h2 := congrArg (fun v => (inner ℂ φ' v).re) (heig t)
  simp only [inner_add_right, inner_smul_right, Complex.add_re, Complex.re_ofReal_mul,
    re_inner_deriv_eq_zero hun h, mul_zero] at h2
  rw [he]
  refine d.congr_deriv ?_
  linear_combination 2 * h2
```

## Differentiating the eigenvalue equation

Write \(\psi_a=\partial\psi/\partial a\) and \(\psi_b=\partial\psi/\partial b\) at the chosen point. Holding \(b\) fixed and differentiating \(H\psi=E\psi\) with respect to \(a\), with \(\partial E/\partial a=\langle A\rangle\) from the previous step, gives

\[
H\psi_a+A\psi=E\psi_a+\langle A\rangle\psi,
\qquad\text{so}\qquad
A\psi=\langle A\rangle\psi-(H-E)\psi_a .
\]

For any vector \(u\) with \(\operatorname{Re}\langle u,\psi\rangle=0\), the term along \(\psi\) drops out of the real part:

\[
\operatorname{Re}\langle u,A\psi\rangle=-\operatorname{Re}\langle u,(H-E)\psi_a\rangle .
\]

The proof sets \(K=H_0+bB\), so that the Hellmann-Feynman theorem applies along the line of fixed \(b\). Then `dL` and `dR` are the derivatives of the two sides of the eigenvalue equation, and uniqueness of the derivative equates them in `h1`. Solving for \(A\psi\) gives `h2`, and pairing with \(u\) gives `h3`.

```lean
/-- If `Re ⟨u, ψ⟩ = 0`, the matrix element of the field operator `A` between `u` and the
eigenstate is, in its real part, minus that of `H - E` between `u` and `∂ψ/∂a`. -/
theorem response_identity {H0 A B : V →L[ℂ] V} (h0 : (H0 : V →ₗ[ℂ] V).IsSymmetric)
    (hA : (A : V →ₗ[ℂ] V).IsSymmetric) (hB : (B : V →ₗ[ℂ] V).IsSymmetric)
    {ψ : ℝ → ℝ → V} {E : ℝ → ℝ → ℝ} (hψ : IsEigenfamily H0 A B ψ E) {a b : ℝ} {ψa u : V}
    (ha : HasDerivAt (fun x => ψ x b) ψa a) (hu : (inner ℂ u (ψ a b)).re = 0) :
    (inner ℂ u (A (ψ a b))).re =
      -(inner ℂ u (hamiltonian H0 A B a b ψa - (E a b : ℂ) • ψa)).re := by
  let K : V →L[ℂ] V := H0 + (b : ℂ) • B
  have heig : ∀ s : ℝ, K (ψ s b) + (s : ℂ) • A (ψ s b) = (E s b : ℂ) • ψ s b := by
    intro s
    rw [← (hψ s b).2]
    change H0 (ψ s b) + (b : ℂ) • B (ψ s b) + (s : ℂ) • A (ψ s b) =
      H0 (ψ s b) + (s : ℂ) • A (ψ s b) + (b : ℂ) • B (ψ s b)
    abel
  have hE := hellmann_feynman (symmetric_add_smul h0 hB b) hA (φ := fun x => ψ x b)
    (e := fun x => E x b) (fun s => (hψ s b).1) heig ha
  -- differentiate both sides of the eigenvalue equation
  have dK : HasDerivAt (fun s => K (ψ s b)) (K ψa) a :=
    (K.restrictScalars ℝ).hasFDerivAt.comp_hasDerivAt a ha
  have dA : HasDerivAt (fun s => A (ψ s b)) (A ψa) a :=
    (A.restrictScalars ℝ).hasFDerivAt.comp_hasDerivAt a ha
  have ds : HasDerivAt (fun s : ℝ => (s : ℂ)) 1 a := by
    simpa using (hasDerivAt_id' a).ofReal_comp
  have dL : HasDerivAt (fun s : ℝ => K (ψ s b) + (s : ℂ) • A (ψ s b))
      (K ψa + ((a : ℂ) • A ψa + (1 : ℂ) • A (ψ a b))) a := dK.add (ds.smul dA)
  have dR : HasDerivAt (fun s : ℝ => (E s b : ℂ) • ψ s b)
      ((E a b : ℂ) • ψa + (expect A (ψ a b) : ℂ) • ψ a b) a := hE.ofReal_comp.smul ha
  rw [funext heig] at dL
  have h1 : H0 ψa + (b : ℂ) • B ψa + ((a : ℂ) • A ψa + (1 : ℂ) • A (ψ a b)) =
      (E a b : ℂ) • ψa + (expect A (ψ a b) : ℂ) • ψ a b := dL.unique dR
  have h2 : A (ψ a b) = (expect A (ψ a b) : ℂ) • ψ a b -
      (hamiltonian H0 A B a b ψa - (E a b : ℂ) • ψa) := by
    change A (ψ a b) = (expect A (ψ a b) : ℂ) • ψ a b -
      (H0 ψa + (a : ℂ) • A ψa + (b : ℂ) • B ψa - (E a b : ℂ) • ψa)
    linear_combination (norm := module) h1
  -- pair with `u`; the term along the eigenstate drops out
  have h3 := congrArg (fun v => (inner ℂ u v).re) h2

  rw [h3, inner_sub_right, inner_smul_right, Complex.sub_re, Complex.re_ofReal_mul, hu]
  ring
```

## Equality of the cross-responses

Normalisation along the \(b\) direction gives \(\operatorname{Re}\langle\psi_b,\psi\rangle=0\), so \(u=\psi_b\) is allowed. Exchanging the fields allows \(u=\psi_a\) in the corresponding identity for \(B\). Hence

\[
\operatorname{Re}\langle\psi_b,A\psi\rangle=-\operatorname{Re}\langle\psi_b,(H-E)\psi_a\rangle,
\qquad
\operatorname{Re}\langle\psi_a,B\psi\rangle=-\operatorname{Re}\langle\psi_a,(H-E)\psi_b\rangle .
\]

Because \(H-E\) is symmetric, the two right-hand sides agree. The derivative formula for expectation values then gives

\[
\frac{\partial\langle A\rangle}{\partial b}
=2\operatorname{Re}\langle\psi_b,A\psi\rangle
=2\operatorname{Re}\langle\psi_a,B\psi\rangle
=\frac{\partial\langle B\rangle}{\partial a}.
\]

The theorem expresses this through a single real number \(\chi\), which is the derivative of both functions. Its hypotheses `ha` and `hb` are the two partial differentiabilities of \(\psi\) at the point. In the proof, `hψ'` is the eigenfamily with the fields exchanged, `r1` and `r2` are the two identities above, `hs` is the symmetry of \(H\), and `key` is the equality of the real parts of the two matrix elements.

```lean
/-- Maxwell relation: the response of `⟨A⟩` to the field `b` and the response of `⟨B⟩` to the
field `a` both exist and are the same number. -/
theorem maxwell_relation {H0 A B : V →L[ℂ] V} (h0 : (H0 : V →ₗ[ℂ] V).IsSymmetric)
    (hA : (A : V →ₗ[ℂ] V).IsSymmetric) (hB : (B : V →ₗ[ℂ] V).IsSymmetric)
    {ψ : ℝ → ℝ → V} {E : ℝ → ℝ → ℝ} (hψ : IsEigenfamily H0 A B ψ E) {a b : ℝ}
    (ha : DifferentiableAt ℝ (fun x => ψ x b) a)
    (hb : DifferentiableAt ℝ (fun y => ψ a y) b) :
    ∃ χ : ℝ, HasDerivAt (fun y => expect A (ψ a y)) χ b ∧
      HasDerivAt (fun x => expect B (ψ x b)) χ a := by
  obtain ⟨ψa, ha⟩ : ∃ v, HasDerivAt (fun x => ψ x b) v a := ⟨_, ha.hasDerivAt⟩
  obtain ⟨ψb, hb⟩ : ∃ v, HasDerivAt (fun y => ψ a y) v b := ⟨_, hb.hasDerivAt⟩
  have hswap : ∀ x y, hamiltonian H0 B A y x = hamiltonian H0 A B x y := by
    intro x y
    unfold hamiltonian
    abel
  have hψ' : IsEigenfamily H0 B A (fun y x => ψ x y) (fun y x => E x y) := by
    intro y x
    rw [hswap]
    exact hψ x y
  have r1 := response_identity h0 hA hB hψ ha
    (re_inner_deriv_eq_zero (fun y => (hψ a y).1) hb)
  have r2 := response_identity h0 hB hA hψ' hb
    (re_inner_deriv_eq_zero (φ := fun x => ψ x b) (fun x => (hψ x b).1) ha)
  rw [hswap] at r2
  -- `H - E` is symmetric, so the two responses agree
  have hs : inner ℂ (hamiltonian H0 A B a b ψb) ψa =
      inner ℂ ψb (hamiltonian H0 A B a b ψa) :=
    symmetric_add_smul (symmetric_add_smul h0 hA a) hB b ψb ψa
  have key : (inner ℂ ψa (B (ψ a b))).re = (inner ℂ ψb (A (ψ a b))).re := by
    rw [r1, r2, inner_sub_right, inner_sub_right, inner_smul_right, inner_smul_right,
      Complex.sub_re, Complex.sub_re, Complex.re_ofReal_mul, Complex.re_ofReal_mul,
      re_swap ψa (hamiltonian H0 A B a b ψb), hs, re_swap ψa ψb]
  refine ⟨2 * (inner ℂ ψb (A (ψ a b))).re, hasDerivAt_expect hA hb, ?_⟩
  rw [← key]
  exact hasDerivAt_expect hB ha


end MaxwellRelation
```

```lean
#print axioms MaxwellRelation.inner_eq_expect
#print axioms MaxwellRelation.maxwell_relation
```

```
'MaxwellRelation.inner_eq_expect' depends on axioms: [propext, Classical.choice, Quot.sound]
'MaxwellRelation.maxwell_relation' depends on axioms: [propext, Classical.choice, Quot.sound]
```

## A level crossing where the relation fails

Differentiability in both fields matters at a degeneracy. Take \(V=\mathbb{C}^2\), \(H_0=0\), \(A=\sigma_z\) and \(B=0\), so that \(H=a\sigma_z\), and choose

\[
\psi(a,b)=\begin{pmatrix}1\\0\end{pmatrix}\ (a\neq0),\qquad
\psi(0,b)=\begin{pmatrix}\cos b\\ \sin b\end{pmatrix}.
\]

These are unit eigenvectors with \(E(a,b)=a\) everywhere, since every vector is an eigenvector at \(a=0\). At the point \((0,\pi/4)\) the derivative \(\psi_b\) exists, but \(\psi\) jumps as a function of \(a\). There \(\langle A\rangle=\cos 2b\) along the line \(a=0\), so \(\partial\langle A\rangle/\partial b=-2\), while \(\langle B\rangle=0\) gives \(\partial\langle B\rangle/\partial a=0\). The energy is smooth, yet the relation fails because the chosen eigenvector is not differentiable in \(a\).

## Polarisabilities in a fixed finite basis

For a matrix Hamiltonian in a fixed finite orthonormal basis, with \(A=-\mu_x\) and \(B=-\mu_y\) the negative dipole matrices and \(a,b\) the components of a static electric field, the relation says that the polarisability tensor of a differentiable eigenstate is symmetric, \(\alpha_{xy}=\alpha_{yx}\). The name is borrowed from thermodynamics, but the statement concerns a single eigenstate and involves neither temperature nor an ensemble average.
